# Splitting an antisymmetric two-particle matrix into a one-particle lift and a contraction-free part, for three or more orbitals

An approximate two-electron density matrix $D$ can have the wrong one-particle density matrix: summing over the second electron does not give the matrix it should. To repair this with the least disturbance, it helps to know which part of $D$ carries the one-particle information. For $r\ge 3$ orthonormal spin orbitals and $D$ antisymmetric in both index pairs, that part is fixed uniquely and is orthogonal to the rest.

## Pair matrices, exchange and contraction

In Lean 4 with Mathlib:

```lean
import Mathlib

open Matrix
open scoped Kronecker

namespace PairMatrixDecomposition

noncomputable section

variable {n : Type*} [Fintype n] [DecidableEq n]
```

The finite type `n` is the set of orbitals, and `Fintype.card n` is their number $r$. For electrons, "orbital" means a spin orbital throughout, and the orbitals are orthonormal.

```lean
/-- A two-particle matrix is antisymmetric in its row pair and in its column pair. -/
def PairAntisymm (D : Matrix (n × n) (n × n) ℂ) : Prop :=
  (∀ i j k l, D (i, j) (k, l) = -D (j, i) (k, l)) ∧
  (∀ i j k l, D (i, j) (k, l) = -D (i, j) (l, k))
```

A two-particle matrix has ordered pairs as its row and column indices. `PairAntisymm D` says that $D(ij,kl)=-D(ji,kl)$ and $D(ij,kl)=-D(ij,lk)$. Hermiticity, positivity and normalisation are not required.

```lean
/-- The operator that exchanges the two particles. -/
def exchange : Matrix (n × n) (n × n) ℂ :=
  Matrix.of fun p q => if p = q.swap then 1 else 0
```

This is the swap operator $P$, with entry 1 where the row pair is the reversed column pair.

```lean
/-- The two-particle matrix `(M ⊗ 1 + 1 ⊗ M)(1 - exchange)` made from a one-particle matrix. -/
def pairLift (M : Matrix n n ℂ) : Matrix (n × n) (n × n) ℂ :=
  (M ⊗ₖ (1 : Matrix n n ℂ) + (1 : Matrix n n ℂ) ⊗ₖ M) * (1 - exchange)
```

The lift of a one-particle matrix $M$ is $L(M)=(M\otimes 1+1\otimes M)(1-P)$, where `⊗ₖ` is the Kronecker product.

```lean
/-- The contraction `∑ j, D(ij,kj)` over the second particle. -/
def contract (D : Matrix (n × n) (n × n) ℂ) : Matrix n n ℂ :=
  Matrix.of fun i k => ∑ j, D (i, j) (k, j)
```

The contraction is $C(D)_{ik}=\sum_j D(ij,kj)$. If $D$ is the two-particle density matrix of an $N$-electron state, with trace $N(N-1)$, then $C(D)$ is $N-1$ times the usual one-particle density matrix.

```lean
/-- The Frobenius inner product of two-particle matrices. -/
def frob (A B : Matrix (n × n) (n × n) ℂ) : ℂ :=
  ∑ p, ∑ q, star (A p q) * B p q
```

The Frobenius product is $\langle A,B\rangle=\sum_{p,q}A_{pq}^*B_{pq}$, so $\langle A,A\rangle$ is a squared length.

```lean
/-- The one-particle matrix `(g - tr g / (2(r-1))) / (r-2)` on `r` orbitals, for `r ≥ 3`. -/
def oneBody (g : Matrix n n ℂ) : Matrix n n ℂ :=
  ((Fintype.card n : ℂ) - 2)⁻¹ •
    (g - (g.trace / (2 * ((Fintype.card n : ℂ) - 1))) • (1 : Matrix n n ℂ))
```

For a one-particle matrix $g$, `oneBody g` is
$$B(g)=\frac{1}{r-2}\left(g-\frac{\operatorname{tr}g}{2(r-1)}\,1\right).$$
For $r\ge3$ it will turn out to be the $M$ whose lift contracts to $g$.

## What the lift contracts to

```lean
/-- The entries of the lifted matrix: two direct terms minus two exchange terms. -/
theorem pairLift_apply (M : Matrix n n ℂ) (i j k l : n) :
    pairLift M (i, j) (k, l) =
      M i k * (1 : Matrix n n ℂ) j l + (1 : Matrix n n ℂ) i k * M j l
        - M i l * (1 : Matrix n n ℂ) j k - (1 : Matrix n n ℂ) i l * M j k := by
  -- multiplication by the exchange operator swaps the column pair
  have h : ∀ A : Matrix (n × n) (n × n) ℂ,
      (A * exchange : Matrix (n × n) (n × n) ℂ) (i, j) (k, l) = A (i, j) (l, k) := by
    intro A
    simp [Matrix.mul_apply, exchange]
  have hk : ∀ a b c d : n,
      (M ⊗ₖ (1 : Matrix n n ℂ) + (1 : Matrix n n ℂ) ⊗ₖ M : Matrix (n × n) (n × n) ℂ)
        (a, b) (c, d) = M a c * (1 : Matrix n n ℂ) b d + (1 : Matrix n n ℂ) a c * M b d :=
    fun _ _ _ _ => rfl
  rw [pairLift, Matrix.mul_sub, Matrix.mul_one, Matrix.sub_apply, h, hk, hk]
  ring
```

Multiplying by $P$ on the right swaps the column pair, which is the step `h`. Hence
$$L(M)(ij,kl)=M_{ik}\delta_{jl}+\delta_{ik}M_{jl}-M_{il}\delta_{jk}-\delta_{il}M_{jk}.$$

```lean
/-- The lift of any one-particle matrix is antisymmetric in both pairs. -/
theorem pairLift_antisymm (M : Matrix n n ℂ) : PairAntisymm (pairLift M) := by
  constructor <;> intro i j k l <;> rw [pairLift_apply, pairLift_apply] <;> ring
```

Swapping $i,j$ or $k,l$ turns the two positive terms into the two negative ones and back, so the lift changes sign. The tactic `ring` checks this algebra.

```lean
/-- On `r` orbitals the lift of `M` contracts to `(r - 2) M + tr M`. -/
theorem contract_pairLift (M : Matrix n n ℂ) :
    contract (pairLift M) =
      ((Fintype.card n : ℂ) - 2) • M + M.trace • (1 : Matrix n n ℂ) := by
  ext i k
  have h1 : ∑ j, M i k * (1 : Matrix n n ℂ) j j = (Fintype.card n : ℂ) * M i k := by
    simp
  have h2 : ∑ j, (1 : Matrix n n ℂ) i k * M j j = (1 : Matrix n n ℂ) i k * M.trace := by
    rw [← Finset.mul_sum]
    rfl
  have h3 : ∑ j, M i j * (1 : Matrix n n ℂ) j k = M i k := by
    rw [← Matrix.mul_apply, Matrix.mul_one]
  have h4 : ∑ j, (1 : Matrix n n ℂ) i j * M j k = M i k := by
    rw [← Matrix.mul_apply, Matrix.one_mul]
  simp only [contract, Matrix.of_apply, pairLift_apply, Finset.sum_sub_distrib,
    Finset.sum_add_distrib]
  rw [h1, h2, h3, h4]
  simp only [Matrix.add_apply, Matrix.smul_apply, smul_eq_mul]
  ring
```

Set $l=j$ and sum over $j$. The four terms give $rM_{ik}$, $\delta_{ik}\operatorname{tr}M$, $-M_{ik}$ and $-M_{ik}$, which are `h1` to `h4`. Therefore
$$C(L(M))=(r-2)M+\operatorname{tr}(M)\,1.$$

```lean
/-- For at least three orbitals, `oneBody` and the contraction of the lift are inverse
to each other. -/
theorem oneBody_inverse (hr : 3 ≤ Fintype.card n) (g : Matrix n n ℂ) :
    contract (pairLift (oneBody g)) = g ∧ oneBody (contract (pairLift g)) = g := by
  have h2 : (Fintype.card n : ℂ) - 2 ≠ 0 := by
    intro h
    have : Fintype.card n = 2 := by exact_mod_cast sub_eq_zero.mp h
    omega
  have h1 : 2 * ((Fintype.card n : ℂ) - 1) ≠ 0 := by
    refine mul_ne_zero two_ne_zero fun h => ?_
    have : Fintype.card n = 1 := by exact_mod_cast sub_eq_zero.mp h
    omega
  constructor
  · have ht : (oneBody g).trace = g.trace / (2 * ((Fintype.card n : ℂ) - 1)) := by
      have hc := div_mul_cancel₀ g.trace h1
      simp only [oneBody, Matrix.trace_smul, Matrix.trace_sub, Matrix.trace_one, smul_eq_mul]
      generalize g.trace / (2 * ((Fintype.card n : ℂ) - 1)) = c at hc ⊢
      rw [inv_mul_eq_iff_eq_mul₀ h2]
      linear_combination -hc
    rw [contract_pairLift, ht, oneBody, smul_smul, mul_inv_cancel₀ h2, one_smul,
      sub_add_cancel]
  · have ht : (contract (pairLift g)).trace / (2 * ((Fintype.card n : ℂ) - 1)) = g.trace := by
      rw [contract_pairLift, div_eq_iff h1]
      simp only [Matrix.trace_add, Matrix.trace_smul, Matrix.trace_one, smul_eq_mul]
      ring
    rw [oneBody, ht, contract_pairLift, add_sub_cancel_right, smul_smul,
      inv_mul_cancel₀ h2, one_smul]
```

The hypothesis `hr` says $r\ge3$, so $r-2$ and $r-1$ are nonzero. To solve $g=(r-2)M+\operatorname{tr}(M)\,1$, take the trace: $\operatorname{tr}g=2(r-1)\operatorname{tr}M$. Substituting $\operatorname{tr}M$ back gives $M=B(g)$. The theorem states both directions, $C(L(B(g)))=g$ and $B(C(L(g)))=g$; in each, `ht` is the trace step.

## Orthogonality and the decomposition

```lean
/-- Against an antisymmetric `X`, the lift of `M` has four times the Frobenius product of `M`
with the contraction of `X`. -/
theorem frob_pairLift (M : Matrix n n ℂ) {X : Matrix (n × n) (n × n) ℂ}
    (hX : PairAntisymm X) :
    frob (pairLift M) X = 4 * ∑ i, ∑ k, star (M i k) * contract X i k := by
  obtain ⟨F, hF⟩ : ∃ F : n → n → ℂ, ∀ i j, F i j = ∑ k, star (M i k) * X (i, j) (k, j) :=
    ⟨_, fun _ _ => rfl⟩
  have hd : ∀ a b : n, star ((1 : Matrix n n ℂ) a b) = (1 : Matrix n n ℂ) a b := by
    intro a b
    by_cases h : a = b <;> simp [Matrix.one_apply, h]
  -- the two direct and the two exchange terms, for a fixed row pair
  have e1 : ∀ i j, ∑ k, ∑ l, star (M i k) * (1 : Matrix n n ℂ) j l * X (i, j) (k, l)
      = F i j := by
    intro i j
    rw [hF]
    simp [Matrix.one_apply]
  have e2 : ∀ i j, ∑ k, ∑ l, (1 : Matrix n n ℂ) i k * star (M j l) * X (i, j) (k, l)
      = F j i := by
    intro i j
    calc _ = ∑ l, star (M j l) * X (i, j) (i, l) := by
          rw [Finset.sum_comm]
          simp [Matrix.one_apply]
      _ = _ := by
          rw [hF]
          exact Finset.sum_congr rfl fun l _ => by
            rw [hX.1 i j i l, hX.2 j i i l, neg_neg]
  have e3 : ∀ i j, ∑ k, ∑ l, star (M i l) * (1 : Matrix n n ℂ) j k * X (i, j) (k, l)
      = -F i j := by
    intro i j
    calc _ = ∑ l, star (M i l) * X (i, j) (j, l) := by
          rw [Finset.sum_comm]
          simp [Matrix.one_apply]
      _ = _ := by
          rw [hF, ← Finset.sum_neg_distrib]
          exact Finset.sum_congr rfl fun l _ => by rw [hX.2 i j j l, mul_neg]
  have e4 : ∀ i j, ∑ k, ∑ l, (1 : Matrix n n ℂ) i l * star (M j k) * X (i, j) (k, l)
      = -F j i := by
    intro i j
    calc _ = ∑ k, star (M j k) * X (i, j) (k, i) := by
          simp [Matrix.one_apply]
      _ = _ := by
          rw [hF, ← Finset.sum_neg_distrib]
          exact Finset.sum_congr rfl fun k _ => by rw [hX.1 i j k i, mul_neg]
  have hij : ∀ i j, ∑ k, ∑ l, star (pairLift M (i, j) (k, l)) * X (i, j) (k, l)
      = 2 * (F i j + F j i) := by
    intro i j
    simp only [pairLift_apply, star_sub, star_add, star_mul', hd, sub_mul, add_mul,
      Finset.sum_sub_distrib, Finset.sum_add_distrib]
    rw [e1, e2, e3, e4]
    ring
  have hc : ∑ i, ∑ j, F j i = ∑ i, ∑ j, F i j := Finset.sum_comm
  have hs : ∀ i, ∑ k, star (M i k) * contract X i k = ∑ j, F i j := by
    intro i
    simp only [hF, contract, Matrix.of_apply, Finset.mul_sum]
    exact Finset.sum_comm
  simp only [frob, Fintype.sum_prod_type, hij, hs, ← Finset.mul_sum, Finset.sum_add_distrib]
  rw [hc]
  ring
```

For antisymmetric $X$, put $F_{ij}=\sum_k M_{ik}^*X(ij,kj)$. With $i,j$ fixed, the terms of the lift contribute as follows:

- $\sum_k M_{ik}^*X(ij,kj)=F_{ij}$;
- $\sum_l M_{jl}^*X(ij,il)=\sum_l M_{jl}^*X(ji,li)=F_{ji}$;
- $-\sum_l M_{il}^*X(ij,jl)=\sum_l M_{il}^*X(ij,lj)=F_{ij}$;
- $-\sum_k M_{jk}^*X(ij,ki)=\sum_k M_{jk}^*X(ji,ki)=F_{ji}$.

These are `e1` to `e4`, the last two before their minus sign is applied. Summing $2(F_{ij}+F_{ji})$ over $i,j$ gives
$$\langle L(M),X\rangle=4\sum_{i,k}M_{ik}^*\,C(X)_{ik}.$$

```lean
omit [DecidableEq n] in
/-- The difference of two matrices antisymmetric in both pairs is antisymmetric in both pairs,
and its contraction is the difference of the contractions. -/
theorem sub_compat {A B : Matrix (n × n) (n × n) ℂ} (hA : PairAntisymm A)
    (hB : PairAntisymm B) :
    PairAntisymm (A - B) ∧ contract (A - B) = contract A - contract B := by
  refine ⟨⟨fun i j k l => ?_, fun i j k l => ?_⟩, ?_⟩
  · rw [Matrix.sub_apply, Matrix.sub_apply, hA.1 i j k l, hB.1 i j k l]
    ring
  · rw [Matrix.sub_apply, Matrix.sub_apply, hA.2 i j k l, hB.2 i j k l]
    ring
  · ext i k
    simp only [contract, Matrix.of_apply, Matrix.sub_apply, Finset.sum_sub_distrib]
```

Differences preserve antisymmetry, and contraction is linear.

```lean
/-- For at least three orbitals, every `D` antisymmetric in both pairs is the lift of a
one-particle matrix plus an antisymmetric, contraction-free matrix. The two parts are
Frobenius orthogonal, and no other lift plus contraction-free matrix gives `D`. -/
theorem contraction_free_decomposition (hr : 3 ≤ Fintype.card n)
    {D : Matrix (n × n) (n × n) ℂ} (hD : PairAntisymm D) :
    ∃ M X, D = pairLift M + X ∧ PairAntisymm X ∧ contract X = 0 ∧
      frob (pairLift M) X = 0 ∧
      ∀ M' X', D = pairLift M' + X' → contract X' = 0 → M' = M ∧ X' = X := by
  obtain ⟨hX, hc⟩ := sub_compat hD (pairLift_antisymm (oneBody (contract D)))
  rw [(oneBody_inverse hr _).1, sub_self] at hc
  refine ⟨oneBody (contract D), D - pairLift (oneBody (contract D)), by abel, hX, hc, ?_, ?_⟩
  · rw [frob_pairLift _ hX, hc]
    simp
  · intro M' X' h h0
    have hX' : X' = D - pairLift M' := by
      rw [h]
      abel
    -- the contraction of D alone determines the one-particle part
    have hg : contract D = contract (pairLift M') := by
      refine sub_eq_zero.mp ?_
      rw [← (sub_compat hD (pairLift_antisymm M')).2, ← hX', h0]
    have hM : M' = oneBody (contract D) := by
      rw [hg, (oneBody_inverse hr M').2]
    exact ⟨hM, by rw [← hM]; exact hX'⟩
```

Read `∃ M X` as "there are $M$ and $X$ such that", and `∧` as "and". Take $M=B(C(D))$ and $X=D-L(M)$. Then $X$ is antisymmetric and $C(X)=C(D)-C(D)=0$, so the previous formula gives $\langle L(M),X\rangle=0$.

For uniqueness, let $D=L(M')+X'$ with $C(X')=0$. Contracting gives $C(D)=C(L(M'))$, and applying $B$ gives $M'=B(C(D))=M$; then $X'=X$. Antisymmetry of $X'$ need not be assumed.

As an example, put two electrons in orbitals 1 and 2 out of $r=4$. Then $D(12,12)=1$, its antisymmetric partners follow, and all other entries vanish. Here $C(D)=\operatorname{diag}(1,1,0,0)$ and $M=\operatorname{diag}(\tfrac13,\tfrac13,-\tfrac16,-\tfrac16)$. The diagonal entries are:

| Pair | $D$ | $L(M)$ | $X$ |
|---|---|---|---|
| 12 | $1$ | $2/3$ | $1/3$ |
| 13, 14, 23, 24 | $0$ | $1/6$ | $-1/6$ |
| 34 | $0$ | $-1/3$ | $1/3$ |

Contracting $X$ at orbital 1 gives $\tfrac13-\tfrac16-\tfrac16=0$. The products of the last two columns sum to $\tfrac29-4\cdot\tfrac1{36}-\tfrac19=0$.

In the smallest case, $r=3$, there are three antisymmetric pairs, so $D$ has nine free entries, as many as $M$. The lift then accounts for all of $D$, and $X=0$.

## Correcting the contraction

```lean
/-- The purification step: subtract from `D` the lift that carries its contraction error
relative to a target `g`, for at least three orbitals. -/
def purify (D : Matrix (n × n) (n × n) ℂ) (g : Matrix n n ℂ) : Matrix (n × n) (n × n) ℂ :=
  D - pairLift (oneBody (contract D - g))
```

Given a target $g$, the corrected matrix is $D_g=D-L(B(C(D)-g))$.

```lean
/-- For at least three orbitals and antisymmetric `D`, the purified matrix is antisymmetric with
contraction `g`. The squared distance from `D` to any antisymmetric `E` with contraction `g` is
that from `D` to the purified matrix plus that from the purified matrix to `E`. -/
theorem purify_pythagoras (hr : 3 ≤ Fintype.card n) {D : Matrix (n × n) (n × n) ℂ}
    (hD : PairAntisymm D) (g : Matrix n n ℂ) :
    PairAntisymm (purify D g) ∧ contract (purify D g) = g ∧
      ∀ E, PairAntisymm E → contract E = g →
        frob (E - D) (E - D) = frob (purify D g - D) (purify D g - D)
          + frob (E - purify D g) (E - purify D g) := by
  obtain ⟨hP, hc⟩ := sub_compat hD (pairLift_antisymm (oneBody (contract D - g)))
  rw [(oneBody_inverse hr _).1, sub_sub_cancel] at hc
  refine ⟨hP, hc, fun E hE hEg => ?_⟩
  obtain ⟨hX, hX0⟩ := sub_compat hE hP
  rw [hEg, hc, sub_self] at hX0
  have hLX := frob_pairLift (oneBody (contract D - g)) hX
  rw [hX0] at hLX
  simp only [Matrix.zero_apply, mul_zero, Finset.sum_const_zero] at hLX
  unfold purify
  generalize pairLift (oneBody (contract D - g)) = L at hLX ⊢
  have e1 : E - D = (E - (D - L)) - L := by abel
  have e2 : D - L - D = -L := by abel
  rw [e1, e2]
  generalize E - (D - L) = X at hLX ⊢
  -- both cross terms vanish
  have hXL : frob X L = star (frob L X) := by
    simp only [frob, star_sum, star_mul', star_star]
    exact Finset.sum_congr rfl fun p _ => Finset.sum_congr rfl fun q _ => mul_comm _ _
  have hexp : frob (X - L) (X - L) = frob (-L) (-L) + frob X X - frob L X - frob X L := by
    simp only [frob, ← Finset.sum_add_distrib, ← Finset.sum_sub_distrib]
    refine Finset.sum_congr rfl fun p _ => Finset.sum_congr rfl fun q _ => ?_
    simp only [Matrix.sub_apply, Matrix.neg_apply, star_sub, star_neg]
    ring
  rw [hexp, hXL, hLX, star_zero, sub_zero, sub_zero]
```

Contracting gives $C(D_g)=C(D)-(C(D)-g)=g$. Let $E$ be any antisymmetric matrix with the same contraction, and write $E-D=(E-D_g)+(D_g-D)$. The first bracket is antisymmetric and contraction-free, and the second is minus a lift. The cross terms therefore vanish (`hLX` and `hXL`), leaving
$$\|E-D\|^2=\|D_g-D\|^2+\|E-D_g\|^2.$$
So $D_g$ is the closest such matrix to $D$.

In density-matrix methods of electronic structure, this step restores a prescribed one-particle density matrix $\gamma$ of $N\ge2$ electrons if $g=(N-1)\gamma$ is taken as the target, but it does not ensure positivity. Starting from $D=0$ (a trial matrix with zero trace, not a two-electron state) with $g=\operatorname{diag}(1,1,0,0)$, it returns the $L(M)$ column above, with its negative entry for pair 34. Full purification towards an $N$-representable matrix needs further conditions.

## Two orbitals

```lean
/-- With two orbitals the nonzero one-particle matrix `diag(1, -1)` has zero lift. -/
theorem two_orbitals_lift_zero :
    pairLift (!![1, 0; 0, -1] : Matrix (Fin 2) (Fin 2) ℂ) = 0 := by
  ext ⟨i, j⟩ ⟨k, l⟩
  rw [pairLift_apply]
  fin_cases i <;> fin_cases j <;> fin_cases k <;> fin_cases l <;>
    norm_num [Matrix.one_apply]

end

end PairMatrixDecomposition
```

`Fin 2` numbers the orbitals 0 and 1. For $M=\operatorname{diag}(1,-1)$, the only independent entry of the lift is $L(M)(01,01)=M_{00}+M_{11}=0$. A nonzero $M$ thus has zero lift, and $M$ is no longer unique at $r=2$. The proof checks all sixteen entries.

```lean
#print axioms PairMatrixDecomposition.contraction_free_decomposition
#print axioms PairMatrixDecomposition.purify_pythagoras
#print axioms PairMatrixDecomposition.two_orbitals_lift_zero
```

```
'PairMatrixDecomposition.contraction_free_decomposition' depends on axioms: [propext, Classical.choice, Quot.sound]
'PairMatrixDecomposition.purify_pythagoras' depends on axioms: [propext, Classical.choice, Quot.sound]
'PairMatrixDecomposition.two_orbitals_lift_zero' depends on axioms: [propext, Classical.choice, Quot.sound]
```
